# In a finite forest, each bond at a site lies in a branch that holds no other bond at that site

The bonds here are the edges of a finite simple graph without cycles, which need not be connected; the statement is purely combinatorial, with no Hamiltonian or state in it. Given a vertex `v` and a bond `e` at `v`, it asserts that there is a set `T` of bonds which contains `e` but no other bond at `v`, and which at every other vertex contains either all the bonds or none. The proof writes `e` as `s(v, w)` and uses the fact that every edge of a forest is a bridge, so that deleting `e` leaves `v` unreachable from `w`. It then takes `T` to be the bonds with at least one end among the vertices still reachable from `w`, and checks the two properties.

This version doesn't compile in Lean 4 with Mathlib:

```lean
import Mathlib

open Finset

namespace ExistsBranch

variable {V : Type*} [Fintype V] [DecidableEq V] (G : SimpleGraph V) [DecidableRel G.Adj]

variable {G}

variable (G)

variable {G}

/-- In a forest, each bond `e` at `v` belongs to a branch `T` that contains no other bond at `v`
and, at every other vertex, contains all bonds or none. -/
theorem exists_branch (hG : G.IsAcyclic) {v : V} (e : G.edgeSet) (hv : v ∈ e.1) :
    ∃ T : Finset G.edgeSet, (∀ f : G.edgeSet, v ∈ f.1 → (f ∈ T ↔ f = e)) ∧
      ∀ u, u ≠ v → (∀ f : G.edgeSet, u ∈ f.1 → f ∈ T) ∨ (∀ f : G.edgeSet, u ∈ f.1 → f ∉ T) := by
  classical
  obtain ⟨e, he⟩ := e
  obtain ⟨w, rfl⟩ : ∃ w, e = s(v, w) := hv
  have hb := SimpleGraph.isAcyclic_iff_forall_adj_isBridge.1 hG (show G.Adj v w from he)
  rw [SimpleGraph.isBridge_iff] at hb
  -- `R` holds on the side of `w` once the bridge is cut
  obtain ⟨R, hw, hv, step⟩ : ∃ R : V → Prop, R w ∧ ¬ R v ∧
      ∀ a b, G.Adj a b → s(a, b) ≠ s(v, w) → R a → R b :=
    ⟨(G.deleteEdges {s(v, w)}).Reachable w, SimpleGraph.Reachable.refl w,
      fun h => hb.2 h.symm, fun a b hab hne hr =>
        hr.trans (SimpleGraph.Adj.reachable (SimpleGraph.deleteEdges_adj.2 ⟨hab, hne⟩))⟩
  refine ⟨univ.filter fun f => ∃ x ∈ f.1, R x, ?_, fun u huv => ?_⟩
  · rintro ⟨f, hf⟩ hvf
    obtain ⟨y, rfl⟩ : ∃ y, f = s(v, y) := hvf
    have hvy : G.Adj v y := hf
    rw [mem_filter]
    constructor
    · rintro ⟨-, x, hx, hr⟩
      by_contra hne
      have hy : R y := (Sym2.mem_iff.1 hx).elim (fun h => absurd (h ▸ hr) hv) (fun h => h ▸ hr)
      exact hv (step y v hvy.symm (fun h => hne (Subtype.ext (Sym2.eq_swap.trans h))) hy)
    · intro h
      rw [h]
      exact ⟨mem_univ _, w, Sym2.mem_mk_right v w, hw⟩
  · by_cases hu : R u
    · exact Or.inl fun f hf => mem_filter.2 ⟨mem_univ _, u, hf, hu⟩
    · right
      rintro ⟨f, hf⟩ huf hT
      obtain ⟨y, rfl⟩ : ∃ y, f = s(u, y) := huf
      have huy : G.Adj u y := hf
      obtain ⟨-, x, hx, hr⟩ := mem_filter.1 hT
      have hy : R y := (Sym2.mem_iff.1 hx).elim (fun h => absurd (h ▸ hr) hu) (fun h => h ▸ hr)
      refine hu (step y u huy.symm (fun h => ?_) hy)
      rcases Sym2.eq_iff.1 h with ⟨-, h2⟩ | ⟨-, h2⟩
      · exact hu (h2.symm ▸ hw)
      · exact huv h2

end ExistsBranch
```

Lean reports:

```
Main.lean:29:15: error: Invalid projection: Projections cannot be used on functions, and
  hb
has function type
  (G.deleteEdges {s(v, w)}).Reachable v w → False
```

What went wrong. The error lies in the proof that `v` is not on the side of `w` once the bond is cut. After the rewrite with `SimpleGraph.isBridge_iff`, the attempt treats `hb` as a conjunction and takes its second part with `hb.2`. But the message shows that `hb` has the function type `(G.deleteEdges {s(v, w)}).Reachable v w → False`. It is already the bare statement that `w` cannot be reached from `v` without the bond, and a function has no components to project, so Lean rejects the `.2`.

The repair drops the projection and applies `hb` directly. Here `h` says that `v` is reachable from `w` in the cut graph, `h.symm` turns this into reachability of `w` from `v`, which is exactly the argument `hb` expects, and `hb h.symm` is then the required proof of `False`. Nothing else in the file changes.

As a diff, the version that Lean accepts:

```diff
@@ -27,5 +27,5 @@
       ∀ a b, G.Adj a b → s(a, b) ≠ s(v, w) → R a → R b :=
     ⟨(G.deleteEdges {s(v, w)}).Reachable w, SimpleGraph.Reachable.refl w,
-      fun h => hb.2 h.symm, fun a b hab hne hr =>
+      fun h => hb h.symm, fun a b hab hne hr =>
         hr.trans (SimpleGraph.Adj.reachable (SimpleGraph.deleteEdges_adj.2 ⟨hab, hne⟩))⟩
   refine ⟨univ.filter fun f => ∃ x ∈ f.1, R x, ?_, fun u huv => ?_⟩
```
